# Classical equipartition on the line: $\langle xV'\rangle = 1/b$ for differentiable potentials with absolutely convergent Gibbs integrals

## A quartic well does not hold $k_BT/2$

Suppose a Monte Carlo program samples a classical particle in the well $V(x)=c\,x^4$, and its mean potential energy is compared with $k_BT/2$, the value familiar from the harmonic oscillator. A correct program fails this test, because the right value is $k_BT/4$. What the two wells share is the average of $xV'(x)$, which equals $k_BT$ in both. The mean potential energy follows from it once the power of $x$ is known.

## One coordinate in a heat bath

Let $V$ be the potential energy of a particle with a single Cartesian coordinate $x\in\mathbb R$, and let $b=1/(k_BT)$ be the inverse temperature. The momentum has already been integrated out, so positions are distributed with the Boltzmann weight and averages are ratios of integrals:

$$w(x)=e^{-bV(x)},\qquad Z=\int_{-\infty}^{\infty}w(x)\,dx,\qquad \langle f\rangle=\frac1Z\int_{-\infty}^{\infty}f(x)\,w(x)\,dx .$$

In Lean, $w$ is `boltzmann b V` and $\langle f\rangle$ is `gibbsMean b V f`. The integrals run over the whole real line with the usual length measure.

## What is assumed and what follows

The theorem `equipartition` assumes three things:

- `Differentiable ℝ V`: the potential has a derivative at every point. The derivative need not be continuous.
- `Integrable (boltzmann b V)`: $Z$ is finite, so the weight can be normalised.
- Integrability of $xV'w$, written with `deriv V x` for $V'(x)$: the average of $xV'$ converges absolutely.

The conclusion is $\langle xV'\rangle=1/b$. The sign of $b$ is not assumed, and $b\neq0$ is derived. Nor is it assumed that $x\,w(x)$ vanishes at the two ends of the line.

The theorem `mean_power_potential` takes $b>0$, $c>0$ and a natural number $m\ge1$, and concludes that $V=c\,x^{2m}$ has $\langle V\rangle=1/(2mb)$. Here integrability is proved, so it is no longer a hypothesis.

These are statements about one classical position. The file does not treat kinetic energy, or averages such as $\langle x_i\,\partial H/\partial x_j\rangle$ for a Hamiltonian $H$ of many coordinates. For a simulation that samples a single classical coordinate with the weight $w$, for a potential that meets the assumptions of `equipartition`, the result gives a check on the sampled positions: the average of $xV'$ should approach $k_BT$.

## Integrating a total derivative

The product rule gives

$$\frac{d}{dx}\bigl(x\,w(x)\bigr)=w(x)-b\,xV'(x)\,w(x).$$

Both terms on the right are integrable. Since

$$x\,w(x)=\int_0^x\bigl(w(y)-b\,yV'(y)\,w(y)\bigr)\,dy,$$

the function $x\,w(x)$ has a limit $L$ as $x\to\infty$ and a limit $M$ as $x\to-\infty$.

Both limits are zero. If $L\ne0$, there is an $a>0$ such that $|x\,w(x)|>|L|/2$ for all $x\ge a$, and therefore

$$\frac1x\le\frac{2}{|L|}\,|w(x)|\qquad(x\ge a).$$

The right side has a finite integral over $(a,\infty)$ and the left side does not, which is a contradiction. For the other end, apply the same argument to the reflected weight $w(-x)$: as $x\to\infty$, $x\,w(-x)$ tends to $-M$, so $M=0$.

Integrating the total derivative over the line now gives

$$0=L-M=Z-b\int_{-\infty}^{\infty}xV'(x)\,w(x)\,dx .$$

The weight is positive, so $Z>0$. Hence $b\neq0$, and division by $bZ$ gives $\langle xV'\rangle=1/b$.

## Power-law wells

If $xV'=nV$ for a real number $n$, which is Euler's relation for a homogeneous potential, the result becomes $n\langle V\rangle=1/b$. For $V=c\,x^{2m}$ we have $xV'=2m\,c\,x^{2m}=2mV$, so $n=2m$ and $\langle V\rangle=1/(2mb)$.

It remains to show that $w$ and $Vw$ are integrable. Put $a=bc>0$ and $t=x^{2m}\ge0$, and let $f$ be continuous with $|f(x)|\le1+t$.

First, $x^2\le1+t$. This is clear if $x^2\le1$, and otherwise $x^2\le(x^2)^m=t$. Therefore

$$|f(x)|\,(1+x^2)\le(1+t)(2+t)\le(2+t)^2 .$$

Second, $e^{at/2}\ge1+at/2$ gives

$$\Bigl(2+\frac2a\Bigr)e^{at/2}\ge\Bigl(2+\frac2a\Bigr)\Bigl(1+\frac{at}2\Bigr)=2+t+at+\frac2a\ge2+t .$$

Squaring this and combining it with the first bound yields

$$|f(x)|\,e^{-at}\le\frac{(2+2/a)^2}{1+x^2},$$

and the right side is integrable. The choice $f=1$ covers $w$, and $f=x^{2m}$, multiplied by $c$, covers $Vw$.

With $m=1$ and $c=k/2$, where $k>0$ is the force constant, the harmonic oscillator has $\langle V\rangle=1/(2b)=k_BT/2$.

## A step in the potential spoils the average

Take $b=1$ and a harmonic well with a step of height $s>0$ at $x=1$:

$$V(x)=\begin{cases}x^2/2,&x\le1,\\ x^2/2+s,&x>1.\end{cases}$$

Both integrability conditions hold, but $V$ is not differentiable at $x=1$. Integrating by parts on each side of the step leaves two boundary terms that do not cancel:

$$\langle xV'\rangle=1-\frac{e^{-1/2}\,(1-e^{-s})}{Z}<1 .$$

The missing amount is the contribution of the impulsive force at the step, which the pointwise derivative does not see. What spoils the average here is the jump of $x\,w(x)$ at the step. A kink can be harmless: $V=|x|$ still gives $\langle xV'\rangle=1/b$ for $b>0$.

## The Lean development

```lean
import Mathlib

open MeasureTheory Filter Topology

namespace ClassicalEquipartition

noncomputable section

/-- The Boltzmann weight `exp (-b V(x))` of the potential `V` at inverse temperature `b`. -/
def boltzmann (b : ℝ) (V : ℝ → ℝ) (x : ℝ) : ℝ := Real.exp (-(b * V x))

/-- The integral of `f exp (-bV)` divided by the integral of `exp (-bV)`. When both integrands are
integrable, this is the Gibbs mean of the observable `f` of position. -/
def gibbsMean (b : ℝ) (V f : ℝ → ℝ) : ℝ :=
  (∫ x, f x * boltzmann b V x) / ∫ x, boltzmann b V x

/-- If a weight `w` is integrable and `x w(x)` has a limit as `x` tends to infinity,
then this limit is zero. -/
theorem tail_limit_eq_zero {w : ℝ → ℝ} {L : ℝ} (hw : Integrable w)
    (hL : Tendsto (fun x => x * w x) atTop (𝓝 L)) : L = 0 := by
  by_contra h
  have hpos : 0 < |L| := abs_pos.mpr h
  have hev : ∀ᶠ x in atTop, |L| / 2 < |x * w x| :=
    hL.abs.eventually (lt_mem_nhds (by linarith))
  obtain ⟨a, ha⟩ := eventually_atTop.mp (hev.and (eventually_gt_atTop 0))
  -- otherwise `1/x` would be dominated by a multiple of `|w|` for large `x`
  apply not_integrableOn_Ioi_inv (a := a)
  refine Integrable.mono' ((hw.norm.const_mul (2 / |L|)).integrableOn)
    measurable_inv.aestronglyMeasurable ?_
  refine (ae_restrict_iff' measurableSet_Ioi).mpr (Eventually.of_forall fun x hx => ?_)
  obtain ⟨h1, h2⟩ := ha x (le_of_lt hx)
  rw [abs_mul, abs_of_pos h2] at h1
  show ‖x⁻¹‖ ≤ 2 / |L| * ‖w x‖
  rw [Real.norm_eq_abs, Real.norm_eq_abs, abs_of_pos (inv_pos.mpr h2), inv_eq_one_div,
    div_mul_eq_mul_div, div_le_div_iff₀ h2 hpos]
  linarith

/-- Virial identity: for differentiable `V` with `exp (-bV)` and `x V' exp (-bV)` integrable,
`b` times the integral of `x V' exp (-bV)` is the configuration integral. -/
theorem virial_integral {V : ℝ → ℝ} {b : ℝ} (hV : Differentiable ℝ V)
    (hw : Integrable (boltzmann b V))
    (hx : Integrable fun x => x * deriv V x * boltzmann b V x) :
    b * ∫ x, x * deriv V x * boltzmann b V x = ∫ x, boltzmann b V x := by
  have hd : ∀ x, HasDerivAt (fun y => y * boltzmann b V y)
      (boltzmann b V x - b * (x * deriv V x * boltzmann b V x)) x := fun x => by
    have h := (hasDerivAt_id' x).fun_mul (((hV x).hasDerivAt.const_mul b).fun_neg.exp)
    exact h.congr_deriv (by simp only [boltzmann]; ring)
  have hi : Integrable fun x =>
      boltzmann b V x - b * (x * deriv V x * boltzmann b V x) := hw.sub (hx.const_mul b)
  -- the boundary term has limits at both ends, because its derivative is integrable
  obtain ⟨L, hL⟩ : ∃ L, Tendsto (fun y => y * boltzmann b V y) atTop (𝓝 L) :=
    ⟨_, tendsto_limUnder_of_hasDerivAt_of_integrableOn_Ioi (a := 0)
      (fun x _ => hd x) hi.integrableOn⟩
  obtain ⟨M, hM⟩ : ∃ M, Tendsto (fun y => y * boltzmann b V y) atBot (𝓝 M) :=
    ⟨_, tendsto_limUnder_of_hasDerivAt_of_integrableOn_Iic (a := 0)
      (fun x _ => hd x) hi.integrableOn⟩
  -- both limits vanish
  have hL0 : L = 0 := tail_limit_eq_zero hw hL
  have hM' : Tendsto (fun x => x * boltzmann b V (-x)) atTop (𝓝 (-M)) :=
    (hM.comp tendsto_neg_atTop_atBot).neg.congr fun x => by simp [Function.comp]
  have hM0 : -M = 0 := tail_limit_eq_zero hw.comp_neg hM'
  have h := integral_of_hasDerivAt_of_tendsto hd hi hM hL
  rw [integral_sub hw (hx.const_mul b), integral_const_mul] at h
  linarith

/-- Classical equipartition: for differentiable `V` with `exp (-bV)` and `x V' exp (-bV)`
integrable, the Gibbs mean of `x V'` is `1/b`. -/
theorem equipartition {V : ℝ → ℝ} {b : ℝ} (hV : Differentiable ℝ V)
    (hw : Integrable (boltzmann b V))
    (hx : Integrable fun x => x * deriv V x * boltzmann b V x) :
    gibbsMean b V (fun x => x * deriv V x) = 1 / b := by
  have hZ : 0 < ∫ x, boltzmann b V x := integral_exp_pos hw
  have h := virial_integral hV hw hx
  -- a flat weight is not integrable, so `b` cannot vanish
  have hb : b ≠ 0 := by
    rintro rfl
    rw [zero_mul] at h
    exact hZ.ne h
  show (∫ x, x * deriv V x * boltzmann b V x) / (∫ x, boltzmann b V x) = 1 / b
  rw [div_eq_div_iff hZ.ne' hb]
  linarith

/-- If a differentiable `V` obeys Euler's relation `x V' = n V`, and `exp (-bV)` and
`V exp (-bV)` are integrable, then `n` times the mean potential energy is `1/b`. -/
theorem equipartition_homogeneous {V : ℝ → ℝ} {b n : ℝ} (hV : Differentiable ℝ V)
    (hE : ∀ x, x * deriv V x = n * V x) (hw : Integrable (boltzmann b V))
    (hVw : Integrable fun x => V x * boltzmann b V x) :
    n * gibbsMean b V V = 1 / b := by
  have h := equipartition hV hw ((hVw.const_mul n).congr
    (Eventually.of_forall fun x => by simp only [hE]; ring))
  have hf : (fun x => x * deriv V x) = fun x => n * V x := funext hE
  rw [← h, hf]
  unfold gibbsMean
  simp only [mul_assoc, integral_const_mul, mul_div_assoc]

/-- For `a > 0` and `m ≥ 1`, a continuous observable `f` with `|f(x)| ≤ 1 + x^(2m)` for all `x` is
integrable against the weight `exp (-a x^(2m))`. -/
theorem integrable_power_weight {a : ℝ} (ha : 0 < a) {m : ℕ} (hm : 1 ≤ m) {f : ℝ → ℝ}
    (hf : Continuous f) (hfb : ∀ x, |f x| ≤ 1 + x ^ (2 * m)) :
    Integrable fun x => f x * Real.exp (-(a * x ^ (2 * m))) := by
  have hcont : Continuous fun x => f x * Real.exp (-(a * x ^ (2 * m))) := by fun_prop
  -- compare with a multiple of `1 / (1 + x^2)`
  refine (integrable_inv_one_add_sq.const_mul ((2 + 2 / a) ^ 2)).mono'
    hcont.aestronglyMeasurable (Eventually.of_forall fun x => ?_)
  show ‖f x * Real.exp (-(a * x ^ (2 * m)))‖ ≤ (2 + 2 / a) ^ 2 * (1 + x ^ 2)⁻¹
  have ht : 0 ≤ x ^ (2 * m) := (even_two_mul m).pow_nonneg x
  have hx : x ^ 2 ≤ 1 + x ^ (2 * m) := by
    rcases le_total (x ^ 2) 1 with h | h
    · linarith
    · have h' := le_self_pow₀ h (by omega : m ≠ 0)
      rw [← pow_mul x 2 m] at h'
      linarith
  have hfx := hfb x
  generalize x ^ (2 * m) = t at ht hx hfx ⊢
  have hK : 2 + t ≤ (2 + 2 / a) * Real.exp (a * t / 2) := by
    have hc : 2 / a * a = 2 := div_mul_cancel₀ 2 ha.ne'
    have e : (2 + 2 / a) * (a * t / 2 + 1) = 2 + t + (a * t + 2 / a) := by
      linear_combination (t / 2) * hc
    have hp : 0 ≤ a * t + 2 / a := by positivity
    have hexp : (2 + 2 / a) * (a * t / 2 + 1) ≤ (2 + 2 / a) * Real.exp (a * t / 2) :=
      mul_le_mul_of_nonneg_left (Real.add_one_le_exp _) (by positivity)
    linarith
  have hsq : (2 + t) ^ 2 ≤ (2 + 2 / a) ^ 2 * Real.exp (a * t) := by
    have e : Real.exp (a * t) = Real.exp (a * t / 2) ^ 2 := by
      rw [sq, ← Real.exp_add]
      congr 1
      ring
    rw [e, ← mul_pow]
    exact pow_le_pow_left₀ (by positivity) hK 2
  rw [Real.norm_eq_abs, abs_mul, abs_of_pos (Real.exp_pos _), Real.exp_neg,
    ← div_eq_mul_inv, ← div_eq_mul_inv, div_le_div_iff₀ (Real.exp_pos _) (by positivity)]
  calc |f x| * (1 + x ^ 2) ≤ (2 + t) * (2 + t) :=
        mul_le_mul (by linarith) (by linarith) (by positivity) (by positivity)
    _ = (2 + t) ^ 2 := by ring
    _ ≤ _ := hsq

/-- For `V = c x^(2m)` with `c > 0`, `m ≥ 1` and `b > 0`, the mean potential energy
is `1/(2mb)`. -/
theorem mean_power_potential {b c : ℝ} (hb : 0 < b) (hc : 0 < c) {m : ℕ} (hm : 1 ≤ m) :
    gibbsMean b (fun x => c * x ^ (2 * m)) (fun x => c * x ^ (2 * m)) = 1 / (2 * m * b) := by
  have hnn : ∀ x : ℝ, 0 ≤ x ^ (2 * m) := fun x => (even_two_mul m).pow_nonneg x
  have hw : Integrable (boltzmann b fun x => c * x ^ (2 * m)) :=
    (integrable_power_weight (mul_pos hb hc) hm (f := fun _ => 1) continuous_const
      (fun x => by
        show |(1 : ℝ)| ≤ 1 + x ^ (2 * m)
        rw [abs_one]
        linarith [hnn x])).congr
      (Eventually.of_forall fun x => by simp only [boltzmann, one_mul, mul_assoc])
  have hVw : Integrable fun x : ℝ =>
      c * x ^ (2 * m) * boltzmann b (fun x => c * x ^ (2 * m)) x :=
    ((integrable_power_weight (mul_pos hb hc) hm (f := fun x => x ^ (2 * m))
      (continuous_pow (2 * m)) (fun x => by
        show |x ^ (2 * m)| ≤ 1 + x ^ (2 * m)
        rw [abs_of_nonneg (hnn x)]
        linarith)).const_mul c).congr
      (Eventually.of_forall fun x => by simp only [boltzmann, mul_assoc])
  -- Euler's relation of degree `2m`
  have hE : ∀ x : ℝ, x * deriv (fun x : ℝ => c * x ^ (2 * m)) x
      = (2 * m : ℝ) * (c * x ^ (2 * m)) := fun x => by
    have hd := (hasDerivAt_pow (2 * m) x).const_mul c
    have hp : x ^ (2 * m - 1) * x = x ^ (2 * m) := pow_sub_one_mul (by omega) x
    rw [hd.deriv]
    push_cast
    linear_combination (2 * m * c) * hp
  have h := equipartition_homogeneous (by fun_prop) hE hw hVw
  have hm0 : (0 : ℝ) < m := Nat.cast_pos.mpr hm
  rw [eq_div_iff (by positivity)] at h ⊢
  linear_combination h

/-- A harmonic oscillator with force constant `k > 0` at inverse temperature `b > 0` has
mean potential energy `1/(2b)`. -/
theorem mean_harmonic_potential {b k : ℝ} (hb : 0 < b) (hk : 0 < k) :
    gibbsMean b (fun x => k / 2 * x ^ 2) (fun x => k / 2 * x ^ 2) = 1 / (2 * b) := by
  have h := mean_power_potential hb (half_pos hk) (le_refl 1)
  simpa using h

end

end ClassicalEquipartition
```

```lean
#print axioms ClassicalEquipartition.equipartition
-- 'ClassicalEquipartition.equipartition' depends on axioms: [propext, Classical.choice, Quot.sound]
#print axioms ClassicalEquipartition.mean_harmonic_potential
-- 'ClassicalEquipartition.mean_harmonic_potential' depends on axioms: [propext, Classical.choice, Quot.sound]
```

## From the tail of the weight to the oscillator

`tail_limit_eq_zero` is the argument that $L=0$. After `by_contra`, the convergence of $|x\,w(x)|$ to $|L|$ supplies the bound `hev`, and `eventually_atTop` turns "for all large $x$" into a definite threshold `a`. The divergence of $\int dx/x$ is `not_integrableOn_Ioi_inv`, and `Integrable.mono'` carries out the comparison with $(2/|L|)\,|w|$. The lemma holds for any integrable $w$, so it also serves for the reflected weight.

`virial_integral` contains the integration by parts. Its step `hd` is the product rule and `hi` is the integrability of the derivative. Two Mathlib lemmas then provide the limits `L` and `M`. The step `hM'` reflects the line, so that `tail_limit_eq_zero` applies at the left end too. Finally, `integral_of_hasDerivAt_of_tendsto` equates the integral of the derivative with $L-M$, and `linarith` rearranges the result into $b\int xV'w=Z$.

`equipartition` performs the division. `integral_exp_pos` gives $Z>0$. To exclude $b=0$, the proof substitutes it into the virial identity, which then reads $0=Z$.

`equipartition_homogeneous` uses Euler's relation `hE` twice: first to obtain the integrability of $xV'w$ from that of $Vw$, and then to replace $xV'$ by $nV$ in the mean and take $n$ out of the integral.

`integrable_power_weight` is the comparison with $1/(1+x^2)$. The step `hx` is $x^2\le1+x^{2m}$, proved by the same two cases as above. Then `generalize` replaces $x^{2m}$ by `t`, after which `hK` is the bound $2+t\le(2+2/a)e^{at/2}$ and `hsq` is its square. The closing `calc` combines them with the bound on $f$.

`mean_power_potential` applies this lemma with $f=1$ and $f=x^{2m}$ to obtain `hw` and `hVw`. It proves Euler's relation from the derivative of a power; the step `hp`, $x^{2m-1}x=x^{2m}$, uses $m\ge1$. The homogeneous theorem then gives $2m\langle V\rangle=1/b$, and the last lines solve for $\langle V\rangle$.

`mean_harmonic_potential` is the case $m=1$, $c=k/2$, with `simpa` tidying the exponent and the factor $2\cdot1$.
